# Normalised Slater radial functions with the same power of r: overlap at most 1, and equal to 1 only for equal exponents

For an integer $k \ge 0$ and an exponent $a > 0$, the normalised Slater radial function is

$$R_{k,a}(r) = N_k(a)\, r^k e^{-ar}, \qquad N_k(a) = \sqrt{\frac{(2a)^{2k+3}}{(2k+2)!}} .$$

The principal number is $n = k+1$, so $k = 0$ is the 1s function $2a^{3/2}e^{-ar}$. The overlap of two real radial functions is taken with the weight $r^2$ of the spherical volume element:

$$\langle f, g\rangle = \int_0^\infty f(r)\,g(r)\,r^2\,dr .$$

Lengths and exponents are pure numbers here. In atomic units $r$ is in bohr and $a$ in inverse bohr. "Same shell" means the same $k$, and nothing is assumed about the angular momentum.

## A power of the ratio of two means

For $a, b > 0$ and equal $k$,

$$\langle R_{k,a}, R_{k,b}\rangle = q^{\,2k+3}, \qquad q = \frac{2\sqrt{ab}}{a+b} .$$

The number $q$ is the geometric mean of the exponents divided by their arithmetic mean. The overlap is therefore at most 1, and it equals 1 exactly when $a = b$. For $a \ne b$ it strictly decreases as $k$ grows. The 1s case reads

$$\langle R_{0,a}, R_{0,b}\rangle = \frac{8(ab)^{3/2}}{(a+b)^3} .$$

For $b = 2a$ this is about 0.838, and the same pair of exponents with $k = 1$ gives about 0.745.

## One-centre blocks of the overlap matrix

In an electronic-structure code with a Slater basis, this number is the overlap matrix element between two functions that share a centre, a principal number and a normalised angular factor. A double-zeta basis has such pairs by construction. The formula needs no quadrature and no factorials, since the factorials in the normalisation cancel against the one from the integral. It also gives an exact reference value for a general integral routine.

Two such functions with overlap $S$ have the overlap matrix

$$\begin{pmatrix} 1 & S \\ S & 1 \end{pmatrix},$$

with eigenvalues $1+S$ and $1-S$. As the exponents approach each other, the smaller eigenvalue goes to zero and the pair becomes nearly linearly dependent. If $b = a e^{\delta}$ with small $\delta$, then

$$1 - S \approx \frac{(2k+3)\,\delta^2}{8},$$

so the eigenvalue is quadratic in the relative difference of the exponents. Computing it as `1 - S` in floating point loses digits to cancellation. A more stable route starts from

$$d = 1 - q = \frac{(\sqrt a - \sqrt b)^2}{a+b} = \frac{(a-b)^2}{(a+b)(\sqrt a + \sqrt b)^2}$$

with $d$ computed from the last expression and not as $1 - q$, and evaluates $1 - S$ as `-expm1((2*k+3)*log1p(-d))`.

In the opposite limit, where $b/a$ tends to zero or to infinity, $q$ and hence the overlap tend to zero. Only the ratio $b/a$ matters, so in an even-tempered set, whose exponents form a geometric progression, all neighbouring pairs with the same $k$ have the same overlap.

## From the Gamma integral to the bound

**The radial integral.** For $c > 0$ and an integer $m \ge 0$, substitute $t = cr$:

$$\int_0^\infty r^m e^{-cr}\,dr = \frac{1}{c^{m+1}}\int_0^\infty t^m e^{-t}\,dt = \frac{\Gamma(m+1)}{c^{m+1}} = \frac{m!}{c^{m+1}} .$$

**Two arbitrary Slater functions.** Let the powers be $k$ and $l$, where $l$ is a second radial power and not an angular momentum. With the weight, the integrand is

$$R_{k,a}(r)\,R_{l,b}(r)\,r^2 = N_k(a)\,N_l(b)\; r^{k+l+2} e^{-(a+b)r} .$$

The radial integral with $m = k+l+2$ and $c = a+b$ gives

$$\langle R_{k,a}, R_{l,b}\rangle = N_k(a)\,N_l(b)\,\frac{(k+l+2)!}{(a+b)^{k+l+3}} .$$

**Equal powers.** Set $l = k$, and write $p = 2k+3$ and $F = (2k+2)!$. The normalisation factors combine to

$$N_k(a)\,N_k(b) = \sqrt{\frac{(2a)^p}{F}\cdot\frac{(2b)^p}{F}} = \frac{\sqrt{(4ab)^p}}{F} = \frac{(2\sqrt{ab})^p}{F} .$$

Multiplying by $F/(a+b)^p$ cancels $F$ and leaves $q^p$.

**The bound.** Since

$$a + b - 2\sqrt{ab} = (\sqrt a - \sqrt b)^2 \ge 0,$$

we have $0 < q \le 1$, with $q = 1$ exactly when $a = b$. Raising to the positive power $p$ preserves both statements: $q^p \le 1$, and $q^p = 1$ exactly when $q = 1$. Taking $b = a$ shows that each function is normalised.

**Dependence on the shell.** If $a \ne b$, then $0 < q < 1$. Increasing $k$ increases the exponent $2k+3$, so $q^{2k+3}$ strictly decreases.

**The 1s function.** For $k = 0$,

$$N_0(a) = \sqrt{\frac{(2a)^3}{2!}} = \sqrt{4a^3} = 2a^{3/2},$$

and $q^3 = 8(ab)^{3/2}/(a+b)^3$.

## The Lean file

```lean
import Mathlib

open MeasureTheory Set

namespace SlaterRadialOverlap

noncomputable section

/-- The overlap of two real radial functions: the integral of their product over
`r > 0` with the weight `r ^ 2`. -/
def radialOverlap (f g : ℝ → ℝ) : ℝ := ∫ r in Ioi (0 : ℝ), f r * g r * r ^ 2

/-- The normalisation factor of the Slater function with radial power `k` and exponent `a`. -/
def slaterNorm (k : ℕ) (a : ℝ) : ℝ :=
  √((2 * a) ^ (2 * k + 3) / (Nat.factorial (2 * k + 2) : ℝ))

/-- The Slater radial function with principal number `k + 1` and exponent `a`:
a constant times `r ^ k * exp (-a r)`. -/
def slaterRadial (k : ℕ) (a r : ℝ) : ℝ := slaterNorm k a * r ^ k * Real.exp (-a * r)

/-- The basic radial integral: `r ^ m * exp (-c r)` integrates to `m! / c ^ (m + 1)`
over the half-line. -/
theorem integral_pow_mul_exp (m : ℕ) {c : ℝ} (hc : 0 < c) :
    ∫ r in Ioi (0 : ℝ), r ^ m * Real.exp (-c * r)
      = (Nat.factorial m : ℝ) / c ^ (m + 1) := by
  have h := Real.integral_rpow_mul_exp_neg_mul_Ioi (a := (m : ℝ) + 1) (r := c)
    (by positivity) hc
  have e : (1 / c) ^ ((m : ℝ) + 1) = (1 / c) ^ (m + 1) := by
    exact_mod_cast Real.rpow_natCast (1 / c) (m + 1)
  rw [Real.Gamma_nat_eq_factorial, e] at h
  simp only [add_sub_cancel_right, Real.rpow_natCast] at h
  simp only [neg_mul]
  rw [h, one_div, inv_pow, div_eq_mul_inv, mul_comm]

/-- The overlap of two Slater functions with arbitrary radial powers and positive exponents. -/
theorem slater_overlap_general (k l : ℕ) {a b : ℝ} (ha : 0 < a) (hb : 0 < b) :
    radialOverlap (slaterRadial k a) (slaterRadial l b)
      = slaterNorm k a * slaterNorm l b *
        ((Nat.factorial (k + l + 2) : ℝ) / (a + b) ^ (k + l + 3)) := by
  -- the product of two Slater functions is again a power times an exponential
  have hprod : ∀ r : ℝ, slaterRadial k a r * slaterRadial l b r * r ^ 2
      = slaterNorm k a * slaterNorm l b *
        (r ^ (k + l + 2) * Real.exp (-(a + b) * r)) := by
    intro r
    have he : Real.exp (-(a + b) * r) = Real.exp (-a * r) * Real.exp (-b * r) := by
      rw [← Real.exp_add]
      congr 1
      ring
    rw [he]
    unfold slaterRadial
    ring
  have h := integral_pow_mul_exp (k + l + 2) (add_pos ha hb)
  unfold radialOverlap
  simp only [hprod]
  rw [integral_const_mul]
  exact congrArg (fun x => slaterNorm k a * slaterNorm l b * x) h

/-- Two Slater functions of the same shell with positive exponents overlap by a power of the ratio
of the geometric to the arithmetic mean of their exponents. -/
theorem slater_overlap_same_shell (k : ℕ) {a b : ℝ} (ha : 0 < a) (hb : 0 < b) :
    radialOverlap (slaterRadial k a) (slaterRadial k b)
      = (2 * √(a * b) / (a + b)) ^ (2 * k + 3) := by
  have hs : (2 * √(a * b)) ^ 2 = 2 * a * (2 * b) := by
    rw [mul_pow, Real.sq_sqrt (by positivity)]
    ring
  -- the two normalisation factors combine into one power
  have key : ∀ (p : ℕ) (F : ℝ), 0 < F →
      √((2 * a) ^ p / F) * √((2 * b) ^ p / F) = (2 * √(a * b)) ^ p / F := by
    intro p F hF
    have hsq : (2 * a) ^ p / F * ((2 * b) ^ p / F) = ((2 * √(a * b)) ^ p / F) ^ 2 := by
      rw [div_mul_div_comm, ← mul_pow, ← hs, div_pow, pow_right_comm, sq F]
    rw [← Real.sqrt_mul (by positivity), hsq, Real.sqrt_sq (by positivity)]
  have cancel : ∀ x y F : ℝ, F ≠ 0 → x / F * (F / y) = x / y := by
    intro x y F hF
    rw [div_mul_div_comm, mul_comm x F, mul_div_mul_left _ _ hF]
  have hF : (0 : ℝ) < (Nat.factorial (2 * k + 2) : ℝ) := by
    exact_mod_cast Nat.factorial_pos (2 * k + 2)
  rw [slater_overlap_general k k ha hb, ← two_mul k]
  unfold slaterNorm
  rw [key _ _ hF, cancel _ _ _ hF.ne', div_pow]

/-- The ratio of the geometric to the arithmetic mean of two positive exponents is at
most one, and it is one exactly when the exponents agree. -/
theorem mean_ratio {a b : ℝ} (ha : 0 < a) (hb : 0 < b) :
    2 * √(a * b) / (a + b) ≤ 1 ∧ (2 * √(a * b) / (a + b) = 1 ↔ a = b) := by
  have hab : 0 < a + b := add_pos ha hb
  refine ⟨?_, ?_, ?_⟩
  · rw [div_le_one hab, Real.sqrt_mul ha.le]
    nlinarith [sq_nonneg (√a - √b), Real.sq_sqrt ha.le, Real.sq_sqrt hb.le]
  · intro h
    rw [div_eq_one_iff_eq hab.ne'] at h
    have hq : √(a * b) ^ 2 = a * b := Real.sq_sqrt (by positivity)
    have h0 : (a - b) ^ 2 = 0 := by
      linear_combination (-(a + b + 2 * √(a * b))) * h + 4 * hq
    exact sub_eq_zero.mp (pow_eq_zero_iff two_ne_zero |>.mp h0)
  · rintro rfl
    rw [Real.sqrt_mul_self ha.le, ← two_mul, div_self (by positivity)]

/-- Within one shell the overlap of two Slater functions with positive exponents is at most one, and
it is one exactly when their exponents agree. -/
theorem slater_overlap_le_one (k : ℕ) {a b : ℝ} (ha : 0 < a) (hb : 0 < b) :
    radialOverlap (slaterRadial k a) (slaterRadial k b) ≤ 1 ∧
      (radialOverlap (slaterRadial k a) (slaterRadial k b) = 1 ↔ a = b) := by
  have h0 : 0 ≤ 2 * √(a * b) / (a + b) := by positivity
  rw [slater_overlap_same_shell k ha hb]
  refine ⟨pow_le_one₀ h0 (mean_ratio ha hb).1, ?_⟩
  rw [pow_eq_one_iff_of_nonneg h0 (by omega)]
  exact (mean_ratio ha hb).2

/-- Every Slater radial function with positive exponent is normalised. -/
theorem slater_normalized (k : ℕ) {a : ℝ} (ha : 0 < a) :
    radialOverlap (slaterRadial k a) (slaterRadial k a) = 1 :=
  (slater_overlap_le_one k ha ha).2.mpr rfl

/-- For two fixed, different positive exponents the overlap within a shell strictly decreases as the
principal number grows. -/
theorem slater_overlap_strictAnti {a b : ℝ} (ha : 0 < a) (hb : 0 < b) (hab : a ≠ b) :
    StrictAnti fun k : ℕ => radialOverlap (slaterRadial k a) (slaterRadial k b) := by
  intro k l hkl
  have h0 : 0 < 2 * √(a * b) / (a + b) := by positivity
  have h1 : 2 * √(a * b) / (a + b) < 1 :=
    lt_of_le_of_ne (mean_ratio ha hb).1 (fun h => hab ((mean_ratio ha hb).2.mp h))
  simp only [slater_overlap_same_shell _ ha hb]
  exact pow_lt_pow_right_of_lt_one₀ h0 h1 (by omega)

/-- The power `3/2` of a nonnegative number is the cube of its square root. -/
theorem rpow_three_halves {x : ℝ} (hx : 0 ≤ x) : x ^ (3 / 2 : ℝ) = √x ^ 3 := by
  rw [Real.sqrt_eq_rpow, ← Real.rpow_natCast, ← Real.rpow_mul hx]
  norm_num

/-- For `a > 0` the Slater function with `k = 0` is the 1s radial function `2 a^(3/2) exp (-a r)`.
-/
theorem slaterRadial_zero {a : ℝ} (ha : 0 < a) :
    slaterRadial 0 a = fun r => 2 * a ^ (3 / 2 : ℝ) * Real.exp (-a * r) := by
  have hn : slaterNorm 0 a = 2 * a ^ (3 / 2 : ℝ) := by
    have f : (Nat.factorial (2 * 0 + 2) : ℝ) = 2 := by norm_num [Nat.factorial]
    have e : (2 * √a ^ 3) ^ 2 = 4 * (√a ^ 2) ^ 3 := by ring
    have h : (2 * a) ^ (2 * 0 + 3) / (Nat.factorial (2 * 0 + 2) : ℝ)
        = (2 * √a ^ 3) ^ 2 := by
      rw [e, Real.sq_sqrt ha.le, f]
      ring
    unfold slaterNorm
    rw [h, Real.sqrt_sq (by positivity), rpow_three_halves ha.le]
  funext r
  unfold slaterRadial
  rw [hn, pow_zero, mul_one]

/-- The normalised 1s radial functions with positive exponents `a` and `b` have overlap `8
(ab)^(3/2) / (a + b)^3`, which is at most one, with equality exactly when `a = b`. -/
theorem overlap_1s {a b : ℝ} (ha : 0 < a) (hb : 0 < b) :
    radialOverlap (fun r => 2 * a ^ (3 / 2 : ℝ) * Real.exp (-a * r))
        (fun r => 2 * b ^ (3 / 2 : ℝ) * Real.exp (-b * r))
      = 8 * (a * b) ^ (3 / 2 : ℝ) / (a + b) ^ 3 ∧
    8 * (a * b) ^ (3 / 2 : ℝ) / (a + b) ^ 3 ≤ 1 ∧
    (8 * (a * b) ^ (3 / 2 : ℝ) / (a + b) ^ 3 = 1 ↔ a = b) := by
  have h : radialOverlap (slaterRadial 0 a) (slaterRadial 0 b)
      = 8 * (a * b) ^ (3 / 2 : ℝ) / (a + b) ^ 3 := by
    rw [slater_overlap_same_shell 0 ha hb, rpow_three_halves (mul_pos ha hb).le, div_pow]
    ring
  -- bound and equality case are those of the shell `k = 0`
  rw [← slaterRadial_zero ha, ← slaterRadial_zero hb, ← h]
  exact ⟨rfl, slater_overlap_le_one 0 ha hb⟩

end

end SlaterRadialOverlap
```

```lean
#print axioms SlaterRadialOverlap.slater_overlap_same_shell
#print axioms SlaterRadialOverlap.slater_normalized
#print axioms SlaterRadialOverlap.slater_overlap_strictAnti
#print axioms SlaterRadialOverlap.overlap_1s
```

```
'SlaterRadialOverlap.slater_overlap_same_shell' depends on axioms: [propext, Classical.choice, Quot.sound]
'SlaterRadialOverlap.slater_normalized' depends on axioms: [propext, Classical.choice, Quot.sound]
'SlaterRadialOverlap.slater_overlap_strictAnti' depends on axioms: [propext, Classical.choice, Quot.sound]
'SlaterRadialOverlap.overlap_1s' depends on axioms: [propext, Classical.choice, Quot.sound]
```

## The theorems read as physics

`radialOverlap f g` is the integral of `f r * g r * r ^ 2` over `Ioi 0`, the open half-line $r > 0$. The functions have type `ℝ → ℝ`, but their values at negative $r$ play no part. `slaterNorm k a` is $N_k(a)$, and `slaterRadial k a` is $R_{k,a}$. The power `k` is a natural number and the exponent `a` is real. The hypotheses `0 < a` and `0 < b` say that both functions decay exponentially at large distance, which makes them square-integrable with the weight $r^2$.

The final theorem, `overlap_1s`, has three parts:

1. The integral for the two explicit 1s functions equals the closed formula.
2. The closed formula is at most 1.
3. The closed formula equals 1 if and only if `a = b`.

The last two parts are stated for the formula, and the first carries them over to the integral. The exponent `(3 / 2 : ℝ)` is a real power, whereas the cube in the denominator is an ordinary integer power.

For general `k`, `slater_overlap_same_shell` gives the value $q^{2k+3}$, `slater_overlap_le_one` the bound with its equality case, and `slater_normalized` the unit norm. The word `StrictAnti` in `slater_overlap_strictAnti` means strictly decreasing, here as a function of `k` at fixed exponents. That theorem carries the extra hypothesis `a ≠ b`, because for equal exponents the overlap is 1 in every shell.

## How the proof follows the calculation

`integral_pow_mul_exp` takes Mathlib's Gamma integral, which is stated for real powers, at the argument $m+1$. It then replaces the Gamma function by a factorial and the real powers by integer ones.

`slater_overlap_general` first proves `hprod`, the rewriting of the integrand as a constant times a power times a single exponential. The constant leaves the integral through `integral_const_mul`, and the radial integral supplies the rest.

In `slater_overlap_same_shell`, the step `key` merges the two square roots. It shows that the product under the root is the square of $(2\sqrt{ab})^p/F$, which is positive, so the root can be taken. The step `cancel` removes the factorial.

`mean_ratio` proves the inequality by giving `nlinarith` the square $(\sqrt a - \sqrt b)^2$. For equality it takes a slightly different path from the derivation above. From $2\sqrt{ab} = a+b$ it derives

$$(a-b)^2 = (a+b)^2 - 4ab = 0,$$

with `linear_combination` verifying the algebra, and concludes that $a = b$.

`slater_overlap_le_one` lifts both facts to the power $2k+3$. Normalisation is then the equality case with both exponents the same, so `slater_normalized` needs no separate integral. The monotonicity theorem combines $0 < q < 1$ with the growth of the exponent.

Finally, `rpow_three_halves` rewrites $x^{3/2}$ as $(\sqrt x)^3$, and `slaterRadial_zero` identifies the $k = 0$ function with its usual 1s form. With these, `overlap_1s` becomes the $k = 0$ case of the general results.

## One centre, integer powers, exact arithmetic

The theorems concern exact real numbers and radial integrals. They fix what a correct routine should return for these functions, but they say nothing about the rounding error of an implementation, and the eigenvalue and cancellation estimates given earlier are additions to what the file proves.

The angular factor does not appear in the file. For two orbitals on one centre with the same normalised spherical harmonic, the angular integral is 1 and the radial overlap is the full one. With different, orthogonal harmonics the full overlap vanishes, whatever the radial integral is. Functions on different centres need two-centre integrals, to which the formula does not apply.

The bound and its equality case are proved for equal powers of $r$. For unequal powers the file gives the value of the overlap but no inequality. Non-integer principal numbers and Gaussian radial functions are not treated.

For $k = 0$ and $a = Z$ in atomic units, $R_{0,a}$ is the exact radial ground state of a one-electron ion with nuclear charge $Z$, in the non-relativistic model with a fixed point nucleus. For larger $k$ a Slater function has no node at $r > 0$, so it is not, for example, the hydrogenic 2s function. The same-shell formula should therefore not be used for overlaps between hydrogenic functions with radial nodes.
